# The cubic-well bounce has a fluctuation mode with eigenvalue $-\tfrac54 w^2$

A particle of unit mass sits in the local minimum at $x=0$ of the potential
$$V(x)=\tfrac12 w^2x^2\left(1-\frac xa\right),\qquad w,a>0.$$
Here $w$ is the angular frequency of small oscillations about the minimum. Beyond $x=a$ the potential is negative, so the particle can tunnel out. The semiclassical decay rate is built on the bounce, a path in imaginary time $t$ that leaves the minimum, turns at $x=a$ and returns. Small fluctuations about it are governed by the operator $-d^2/dt^2+V''(x(t))$. If exactly one eigenvalue is negative, the Gaussian integral over fluctuations is formally imaginary, and this is read as decay. Does this bounce have a negative eigenvalue, and what is its value?

## Bounce and mode as powers of sech

Write $S=1/\cosh(wt/2)$ and $T=\tanh(wt/2)$. The claim is that $x=aS^2$ solves $x''=V'(x)$ and that $y=S^3$ satisfies
$$-y''+V''(x(t))\,y=-\tfrac54w^2y .$$

From $T^2=1-S^2$, $T'=\tfrac w2S^2$ and $(S^k)'=-\tfrac{kw}2S^kT$ it follows that
$$(S^k)''=\tfrac{w^2}4\left(k^2S^kT^2-kS^{k+2}\right)=\tfrac{w^2}4\left(k^2S^k-k(k+1)S^{k+2}\right).$$

The potential has $V'(x)=w^2x-\frac{3w^2x^2}{2a}$ and $V''(x)=w^2-\frac{3w^2x}a$. With $k=2$,
$$x''=aw^2\left(S^2-\tfrac32S^4\right)=V'(aS^2).$$
Along this path $V''=w^2(1-3S^2)$, so with $k=3$
$$-y''+V''y=-\tfrac{w^2}4(9S^3-12S^5)+w^2(S^3-3S^5)=-\tfrac54w^2S^3 .$$

The mode is positive. It is also square-integrable: $\cosh^2u=1+\sinh^2u\ge1+u^2$ gives $y^2=S^6\le S^2\le 1/(1+(wt/2)^2)$.

The velocity $x'=-awS^2T$ gives $\tfrac12x'^2=\tfrac12a^2w^2S^4(1-S^2)=V(x)$, so the Euclidean energy $\tfrac12x'^2-V(x)$ is zero. Differentiating $x''=V'(x)$ gives $-(x')''+V''(x)x'=0$: the velocity is a zero mode, which reflects the freedom to shift the bounce in time. It vanishes only at $t=0$.

## A lower bound by completing the square

Let $f$ be continuously differentiable and vanish at $t=b$ and $t=c$, with $b\le c$. Since $y'/y=-\tfrac{3w}2T$, consider the square of $f'-(y'/y)f$:
$$\left(f'+\tfrac{3w}2Tf\right)^2+\frac{d}{dt}\left(-\tfrac{3w}2Tf^2\right)=f'^2+\tfrac94w^2T^2f^2-\tfrac34w^2S^2f^2 .$$
With $T^2=1-S^2$ the right side is $f'^2+w^2(1-3S^2)f^2+\tfrac54w^2f^2$. The total derivative integrates to zero and the square is non-negative, hence
$$\int_b^c\left(f'^2+V''(x(t))f^2\right)dt\ \ge\ -\tfrac54w^2\int_b^cf^2\,dt .$$

## Two times checked for $w=2$, $a=1$

Here $V''(x)=4-12x$, and the predicted eigenvalue is $-5$. At $t=0$, $x=y=1$, $y''=9-12=-3$ and $V''=-8$, so $-y''+V''y=3-8=-5$. Where $\cosh^2t=2$, $x=\tfrac12$, $V''=-2$ and $y''=(9-6)y=3y$, so the result is $(-3-2)y=-5y$.

A program can treat this one-dimensional bounce on a time grid of spacing $h$, with the fluctuation set to zero beyond the ends. The three-point formula for the second derivative then turns the operator into a tridiagonal matrix, with diagonal $2/h^2+V''(x_i)$ and off-diagonal entries $-1/h^2$. On a long, fine grid its lowest eigenvalue should approach $-\tfrac54w^2$. The eigenvalue near zero belongs to the time shift and is taken out of the determinant.

## The well, the path and the operator in Lean

```lean
import Mathlib

open MeasureTheory

namespace CubicBounce

noncomputable section
```

The functions `sech w t` and `th w t` are $S$ and $T$, with the factor $w/2$ built in.

```lean
/-- The hyperbolic secant `1 / cosh (w t / 2)`. -/
def sech (w t : ℝ) : ℝ := 1 / Real.cosh (w * t / 2)

/-- The hyperbolic tangent of `w t / 2`. -/
def th (w t : ℝ) : ℝ := Real.sinh (w * t / 2) / Real.cosh (w * t / 2)
```

All quantities are real numbers, with unit mass and $t$ as imaginary time.

```lean
/-- The cubic well `V(x) = w² x² (1 - x/a) / 2`, for `a ≠ 0`. -/
def potential (w a x : ℝ) : ℝ := w ^ 2 * x ^ 2 * (1 - x / a) / 2

/-- The bounce path `x(t) = a / cosh² (w t / 2)`. -/
def bounce (w a t : ℝ) : ℝ := a * sech w t ^ 2

/-- The fluctuation `y(t) = 1 / cosh³ (w t / 2)`. -/
def negMode (w t : ℝ) : ℝ := sech w t ^ 3
```

The operator uses the actual second derivatives of `potential w a` and of the function `f` it acts on, so the curvature has to be computed and is not put in.

```lean
/-- The fluctuation operator `-d²/dt² + V''(x(t))` around the bounce, for `a ≠ 0`. -/
def fluctOp (w a : ℝ) (f : ℝ → ℝ) (t : ℝ) : ℝ :=
  -deriv (deriv f) t + deriv (deriv (potential w a)) (bounce w a t) * f t
```

## Derivatives of sech and of the potential

The first identity is $\cosh^2=1+\sinh^2$ divided by $\cosh^2$.

```lean
/-- The identity `tanh² = 1 - sech²` at `w t / 2`. -/
theorem th_sq (w t : ℝ) : th w t ^ 2 = 1 - sech w t ^ 2 := by
  have h := (Real.cosh_pos (w * t / 2)).ne'
  have e := Real.cosh_sq (w * t / 2)
  unfold th sech
  field_simp
  linarith
```

The quotient rule then gives $T'$.

```lean
/-- The time derivative of `tanh (w t / 2)` is `(w/2) sech² (w t / 2)`. -/
theorem hasDerivAt_th (w t : ℝ) : HasDerivAt (th w) (w / 2 * sech w t ^ 2) t := by
  have h := (Real.cosh_pos (w * t / 2)).ne'
  have e := Real.cosh_sq (w * t / 2)
  have hu : HasDerivAt (fun s : ℝ => w * s / 2) (w / 2) t := by
    simpa using ((hasDerivAt_id t).const_mul w).div_const 2
  refine (hu.sinh.fun_div hu.cosh h).congr_deriv ?_
  rw [show w / 2 * sech w t ^ 2 = (w / 2) / Real.cosh (w * t / 2) ^ 2 by unfold sech; ring]
  congr 1
  linear_combination (w / 2) * e
```

For $S^k$ the proof differentiates $S$ and applies the power rule. The case $k=0$ is split off because that rule contains the exponent $k-1$.

```lean
/-- The time derivative of `sech^k (w t / 2)` is `-(k w/2) sech^k tanh`. -/
theorem hasDerivAt_sech_pow (w t : ℝ) (k : ℕ) :
    HasDerivAt (fun s => sech w s ^ k) (-((k : ℝ) * w / 2) * sech w t ^ k * th w t) t := by
  have h := (Real.cosh_pos (w * t / 2)).ne'
  have hu : HasDerivAt (fun s : ℝ => w * s / 2) (w / 2) t := by
    simpa using ((hasDerivAt_id t).const_mul w).div_const 2
  have hS : HasDerivAt (sech w) (-(w / 2) * sech w t * th w t) t := by
    refine ((hasDerivAt_const t (1 : ℝ)).fun_div hu.cosh h).congr_deriv ?_
    unfold sech th
    ring
  refine (hS.fun_pow k).congr_deriv ?_
  cases k with
  | zero => simp
  | succ n =>
    simp only [Nat.add_sub_cancel]
    push_cast
    ring
```

The product rule gives the second derivative, and the final `linear_combination` replaces $T^2$ by $1-S^2$.

```lean
/-- The second time derivative of `c sech^k (w t / 2)` is
`c (w/2)² (k² sech^k - k (k+1) sech^(k+2))`. -/
theorem deriv2_sech_pow (c w : ℝ) (k : ℕ) :
    deriv (deriv (fun s => c * sech w s ^ k)) = fun t =>
      c * ((w / 2) ^ 2 * ((k : ℝ) ^ 2 * sech w t ^ k
        - (k : ℝ) * ((k : ℝ) + 1) * sech w t ^ (k + 2))) := by
  have h1 : deriv (fun s => c * sech w s ^ k) =
      fun s => c * (-((k : ℝ) * w / 2) * sech w s ^ k * th w s) :=
    funext fun s => ((hasDerivAt_sech_pow w s k).const_mul c).deriv
  rw [h1]
  funext t
  refine HasDerivAt.deriv ?_
  refine ((((hasDerivAt_sech_pow w t k).const_mul (-((k : ℝ) * w / 2))).fun_mul
    (hasDerivAt_th w t)).const_mul c).congr_deriv ?_
  linear_combination (c * (k : ℝ) ^ 2 * w ^ 2 / 4 * sech w t ^ k) * th_sq w t
```

Next come $V'$ and $V''$, and then the curvature along the path, where $a\ne0$ lets $a$ cancel.

```lean
/-- The first and second derivatives of the cubic well. -/
theorem deriv_potential (w a : ℝ) :
    deriv (potential w a) = (fun x => w ^ 2 * x - 3 * w ^ 2 * x ^ 2 / (2 * a)) ∧
    deriv (deriv (potential w a)) = fun x => w ^ 2 - 3 * w ^ 2 * x / a := by
  have h1 : deriv (potential w a) = fun x => w ^ 2 * x - 3 * w ^ 2 / (2 * a) * (x * x) := by
    rw [show potential w a = fun x => w ^ 2 / 2 * (x * x) - w ^ 2 / (2 * a) * (x * x * x) by
      funext x; unfold potential; ring]
    funext x
    have h := hasDerivAt_id' x
    exact HasDerivAt.deriv ((((h.fun_mul h).const_mul (w ^ 2 / 2)).fun_sub
      (((h.fun_mul h).fun_mul h).const_mul (w ^ 2 / (2 * a)))).congr_deriv (by ring))
  constructor
  · rw [h1]
    funext x
    ring
  · rw [h1]
    funext x
    have h := hasDerivAt_id' x
    exact HasDerivAt.deriv (((h.const_mul (w ^ 2)).fun_sub
      ((h.fun_mul h).const_mul (3 * w ^ 2 / (2 * a)))).congr_deriv (by ring))

/-- Along the bounce the curvature of the well is `w² (1 - 3 sech² (w t / 2))`. -/
theorem curvature_bounce (w : ℝ) {a : ℝ} (ha : a ≠ 0) (t : ℝ) :
    deriv (deriv (potential w a)) (bounce w a t) = w ^ 2 * (1 - 3 * sech w t ^ 2) := by
  have h : a * sech w t ^ 2 / a = sech w t ^ 2 := mul_div_cancel_left₀ _ ha
  rw [(deriv_potential w a).2]
  simp only [bounce]
  linear_combination (-3 * w ^ 2) * h
```

## Zero energy and the zero mode

```lean
/-- The velocity of the bounce is `-a w sech² tanh`, and its Euclidean energy
`x'²/2 - V(x)` is zero. -/
theorem bounce_velocity (w a t : ℝ) :
    deriv (bounce w a) t = -(a * w * sech w t ^ 2 * th w t) ∧
    deriv (bounce w a) t ^ 2 / 2 - potential w a (bounce w a t) = 0 := by
  have h1 : deriv (bounce w a) t = -(a * w * sech w t ^ 2 * th w t) :=
    HasDerivAt.deriv (((hasDerivAt_sech_pow w t 2).const_mul a).congr_deriv
      (by push_cast; ring))
  refine ⟨h1, ?_⟩
  rw [h1]
  unfold potential bounce
  linear_combination (a ^ 2 * w ^ 2 * sech w t ^ 4 / 2) * th_sq w t
    + (a * w ^ 2 * sech w t ^ 6 / 2) * mul_self_div_self a
```

For the zero mode, Lean computes $x'''=aw^3T(3S^4-S^2)$ explicitly and compares it with $V''x'$, where the derivation above differentiated the equation of motion. The theorem assumes that $w$ and $a$ are nonzero; if either were zero, the path would be constant and its velocity would vanish at all times.

```lean
/-- The bounce velocity is annihilated by the fluctuation operator, and it vanishes
at `t = 0` only. -/
theorem translation_zero_mode {w a : ℝ} (hw : w ≠ 0) (ha : a ≠ 0) (t : ℝ) :
    fluctOp w a (deriv (bounce w a)) t = 0 ∧ (deriv (bounce w a) t = 0 ↔ t = 0) := by
  constructor
  · have h2 : deriv (deriv (bounce w a)) =
        fun t => a * w ^ 2 * sech w t ^ 2 - 3 / 2 * a * w ^ 2 * sech w t ^ 4 := by
      rw [show bounce w a = fun t => a * sech w t ^ 2 from rfl, deriv2_sech_pow]
      funext t
      push_cast
      ring
    have h3 : deriv (deriv (deriv (bounce w a))) t =
        a * w ^ 3 * th w t * (3 * sech w t ^ 4 - sech w t ^ 2) := by
      rw [h2]
      refine HasDerivAt.deriv ((((hasDerivAt_sech_pow w t 2).const_mul (a * w ^ 2)).fun_sub
        ((hasDerivAt_sech_pow w t 4).const_mul (3 / 2 * a * w ^ 2))).congr_deriv ?_)
      push_cast
      ring
    rw [fluctOp, h3, curvature_bounce w ha, (bounce_velocity w a t).1]
    ring
  · rw [(bounce_velocity w a t).1]
    simp [th, sech, hw, ha, (Real.cosh_pos (w * t / 2)).ne', Real.sinh_eq_zero]
```

## The negative mode

The main theorem assumes only that $w$ and $a$ are nonzero, which includes the physical case $w,a>0$. Its four parts are the equation of motion, the eigenvalue equation, positivity and square-integrability, the last stated as `Integrable` for $y^2$ over the whole real line. The first two parts insert $k=2$ and $k=3$ into the second-derivative formula. The last uses $|u|\le|\sinh u|$ to reach the comparison function.

```lean
/-- The bounce solves `x'' = V'(x)`, and `y = 1 / cosh³ (w t / 2)` is a positive,
square-integrable eigenfunction of the fluctuation operator with eigenvalue `-(5/4) w²`. -/
theorem cubic_bounce_negative_mode {w a : ℝ} (hw : w ≠ 0) (ha : a ≠ 0) :
    (∀ t, deriv (deriv (bounce w a)) t = deriv (potential w a) (bounce w a t)) ∧
    (∀ t, fluctOp w a (negMode w) t = -(5 / 4) * w ^ 2 * negMode w t) ∧
    (∀ t, 0 < negMode w t) ∧ Integrable (fun t => negMode w t ^ 2) := by
  refine ⟨fun t => ?_, fun t => ?_, fun t => ?_, ?_⟩
  · rw [show deriv (deriv (bounce w a)) = _ from deriv2_sech_pow a w 2,
      (deriv_potential w a).1]
    simp only [bounce]
    push_cast
    linear_combination (3 / 2 * w ^ 2 * sech w t ^ 4) * mul_self_div_self a
  · have h2 : deriv (deriv (negMode w)) t =
        w ^ 2 / 4 * (9 * sech w t ^ 3 - 12 * sech w t ^ 5) := by
      rw [show negMode w = fun t => 1 * sech w t ^ 3 by funext s; rw [negMode, one_mul],
        deriv2_sech_pow]
      push_cast
      ring
    rw [fluctOp, h2, curvature_bounce w ha, negMode]
    ring
  · exact pow_pos (one_div_pos.2 (Real.cosh_pos _)) 3
  · -- compare with the integrable function 1 / (1 + (w t / 2)²)
    have hI := integrable_inv_one_add_sq.comp_mul_left' (div_ne_zero hw (two_ne_zero' ℝ))
    refine hI.mono' (Continuous.aestronglyMeasurable (continuous_iff_continuousAt.2
      fun t => (hasDerivAt_sech_pow w t 3).continuousAt.pow 2)) (ae_of_all _ fun t => ?_)
    rw [Real.norm_of_nonneg (sq_nonneg _)]
    have hs : sech w t ^ 2 ≤ (1 + (w / 2 * t) ^ 2)⁻¹ := by
      rw [sech, one_div, inv_pow]
      apply inv_anti₀ (by positivity)
      have h := Real.self_le_sinh_iff.2 (abs_nonneg (w * t / 2))
      rw [← Real.abs_sinh] at h
      nlinarith [sq_le_sq.2 h, Real.cosh_sq (w * t / 2)]
    have h1 : sech w t ^ 2 ≤ 1 := by linarith [th_sq w t, sq_nonneg (th w t)]
    have h4 : (sech w t ^ 2) ^ 2 ≤ 1 := pow_le_one₀ (sq_nonneg _) h1
    calc negMode w t ^ 2 = sech w t ^ 2 * (sech w t ^ 2) ^ 2 := by unfold negMode; ring
      _ ≤ sech w t ^ 2 * 1 := mul_le_mul_of_nonneg_left h4 (sq_nonneg _)
      _ ≤ (1 + (w / 2 * t) ^ 2)⁻¹ := by rw [mul_one]; exact hs
```

## No lower second variation on a finite interval

In the last theorem `g` is the derivative of `f`, which must exist at every real time and be continuous; `f` vanishes at `b` and `c`. The statement `hF` is the complete-square identity, and the fundamental theorem of calculus turns it into `h0`, whose boundary terms vanish.

```lean
/-- For a continuously differentiable fluctuation `f` vanishing at both ends of a time
interval, the quadratic form `∫ (f'² + V''(x(t)) f²)` is at least `-(5/4) w² ∫ f²`. -/
theorem second_variation_lower_bound (w : ℝ) {a b c : ℝ} (ha : a ≠ 0) (hbc : b ≤ c)
    {f g : ℝ → ℝ} (hf : ∀ t, HasDerivAt f (g t) t) (hg : Continuous g)
    (hfb : f b = 0) (hfc : f c = 0) :
    -(5 / 4) * w ^ 2 * ∫ t in b..c, f t ^ 2 ≤
      ∫ t in b..c, (g t ^ 2 + deriv (deriv (potential w a)) (bounce w a t) * f t ^ 2) := by
  simp only [curvature_bounce w ha]
  have cf : Continuous f := continuous_iff_continuousAt.2 fun t => (hf t).continuousAt
  have cT : Continuous (th w) :=
    continuous_iff_continuousAt.2 fun t => (hasDerivAt_th w t).continuousAt
  have cS : Continuous (fun t => sech w t ^ 2) :=
    continuous_iff_continuousAt.2 fun t => (hasDerivAt_sech_pow w t 2).continuousAt
  have hQ : Continuous (fun t => g t ^ 2 + w ^ 2 * (1 - 3 * sech w t ^ 2) * f t ^ 2) :=
    (hg.pow 2).add ((continuous_const.mul (continuous_const.sub
      (continuous_const.mul cS))).mul (cf.pow 2))
  have hR : Continuous (fun t => 5 / 4 * w ^ 2 * f t ^ 2) := continuous_const.mul (cf.pow 2)
  have hD : Continuous (fun t => (g t + 3 * w / 2 * th w t * f t) ^ 2) :=
    (hg.add ((continuous_const.mul cT).mul cf)).pow 2
  -- the integrand is a complete square plus a total derivative
  have hF : ∀ t, HasDerivAt (fun s => -(3 * w / 2) * (th w s * (f s * f s)))
      (g t ^ 2 + w ^ 2 * (1 - 3 * sech w t ^ 2) * f t ^ 2 + 5 / 4 * w ^ 2 * f t ^ 2
        - (g t + 3 * w / 2 * th w t * f t) ^ 2) t := fun t => by
    refine (((hasDerivAt_th w t).fun_mul ((hf t).fun_mul (hf t))).const_mul
      (-(3 * w / 2))).congr_deriv ?_
    linear_combination (9 / 4 * w ^ 2 * f t ^ 2) * th_sq w t
  have h0 := intervalIntegral.integral_eq_sub_of_hasDerivAt (fun t _ => hF t)
    (((hQ.add hR).sub hD).intervalIntegrable b c)
  have hQR : Continuous (fun t => g t ^ 2 + w ^ 2 * (1 - 3 * sech w t ^ 2) * f t ^ 2
      + 5 / 4 * w ^ 2 * f t ^ 2) := hQ.add hR
  rw [intervalIntegral.integral_sub (hQR.intervalIntegrable b c)
    (hD.intervalIntegrable b c), intervalIntegral.integral_add (hQ.intervalIntegrable b c)
    (hR.intervalIntegrable b c), intervalIntegral.integral_const_mul] at h0
  simp only [hfb, hfc, mul_zero, sub_zero] at h0
  have hpos : 0 ≤ ∫ t in b..c, (g t + 3 * w / 2 * th w t * f t) ^ 2 :=
    intervalIntegral.integral_nonneg hbc fun t _ => sq_nonneg _
  linarith

end

end CubicBounce
```

The bound concerns fluctuations pinned at the ends of a finite interval. The mode $y$ is nowhere zero and so is not itself one of them. That $-\tfrac54w^2$ is the only negative eigenvalue on the whole line would need a separate argument, as would the decay rate itself.

```lean
#print axioms CubicBounce.translation_zero_mode
-- 'CubicBounce.translation_zero_mode' depends on axioms: [propext, Classical.choice, Quot.sound]
#print axioms CubicBounce.cubic_bounce_negative_mode
-- 'CubicBounce.cubic_bounce_negative_mode' depends on axioms: [propext, Classical.choice, Quot.sound]
#print axioms CubicBounce.second_variation_lower_bound
-- 'CubicBounce.second_variation_lower_bound' depends on axioms: [propext, Classical.choice, Quot.sound]
```
